# Quasispin commutators fix the pairing energy of $p$ pairs created on a pair vacuum

When I test a many-body code on a single degenerate shell with a constant pairing force, I compare one of its levels, that of the state made by applying the pair creation operator $p$ times to the empty shell, with $-Gp(W-p+1)$. Here $G$ is the coupling strength in $H=-G\,Q_+Q_-$, the single-particle energy is set to zero, and $W$ is the number of pairs that the shell can hold. The formula is supposed to follow from commutators alone. With pair creation $Q_+$, pair annihilation $Q_-$ and a third operator $Q_0$, the relations are $[Q_+,Q_-]=2Q_0$ and $[Q_0,Q_+]=Q_+$, and the starting state $v$ satisfies $Q_-v=0$ and $Q_0v=-(W/2)v$. Can this be derived rigorously and checked by machine, including the fact that the shell is full after $W$ pairs?

## Moving the annihilator past the created pairs

Yes. Write $\psi_p=Q_+^p v$ for the unnormalised state with $p$ pairs, so that $\psi_0=v$ and $Q_+\psi_p=\psi_{p+1}$. The Hamiltonian is $H=-G\,Q_+Q_-$.

First, each pair raises the value of $Q_0$ by one:

$$Q_0\psi_p=\left(p-\tfrac W2\right)\psi_p .$$

For $p=0$ this is the assumption on $v$. If it holds for $p$, then

$$Q_0\psi_{p+1}=Q_0Q_+\psi_p=Q_+Q_0\psi_p+Q_+\psi_p=\left(p+1-\tfrac W2\right)\psi_{p+1}.$$

Second, annihilating a pair leads one step down:

$$Q_-\psi_{p+1}=(p+1)(W-p)\,\psi_p .$$

For $p=0$, the first commutator gives $Q_-Q_+v=Q_+Q_-v-2Q_0v=Wv$. If the formula holds for $p$, then

$$\begin{aligned}
Q_-\psi_{p+2}&=Q_+Q_-\psi_{p+1}-2Q_0\psi_{p+1}\\
&=\left[(p+1)(W-p)-2(p+1)+W\right]\psi_{p+1}\\
&=(p+2)(W-p-1)\,\psi_{p+1},
\end{aligned}$$

which is the formula for $p+1$.

For $p\ge1$, replace $p$ by $p-1$ in the second result and apply $Q_+$. For $p=0$ both sides below are zero. Hence, for every natural $p$,

$$Q_+Q_-\psi_p=p(W-p+1)\,\psi_p,\qquad H\psi_p=-Gp(W-p+1)\,\psi_p .$$

## Norms and the full shell

Now suppose that the space has an inner product and that $Q_-$ is the adjoint of $Q_+$. Then

$$\langle\psi_{p+1},\psi_{p+1}\rangle=\langle Q_+\psi_p,\psi_{p+1}\rangle=\langle\psi_p,Q_-\psi_{p+1}\rangle=(p+1)(W-p)\,\langle\psi_p,\psi_p\rangle .$$

Let $W$ be a natural number and $v\neq0$. If $\psi_p\ne0$ and $p<W$, then $\psi_{p+1}\neq0$, because $Q_-$ sends it to a nonzero multiple of $\psi_p$. So all states up to $\psi_W$ survive. At $p=W$ the norm relation gives $\psi_{W+1}=0$, and every later state is zero as well. For the normalised states $|p\rangle=\psi_p/\|\psi_p\|$ with $p<W$, the same relation reads $Q_+|p\rangle=\sqrt{(p+1)(W-p)}\,|p+1\rangle$.

## The Lean file

```lean
import Mathlib

open Module

namespace SeniorityZeroPairing

noncomputable section

/-- Two quasispin commutation relations, `[Q₊, Q₋] = 2 Q₀` and `[Q₀, Q₊] = Q₊`, of the pair creation
operator `Qp`, the pair annihilation operator `Qm` and the operator `Q0`. -/
structure IsQuasispin {V : Type*} [AddCommGroup V] [Module ℂ V]
    (Qp Qm Q0 : End ℂ V) : Prop where
  pair : Qp * Qm - Qm * Qp = (2 : ℂ) • Q0
  raise : Q0 * Qp - Qp * Q0 = Qp

/-- A pair vacuum of capacity `W`: pair annihilation gives zero, and `Q0` has the
value `-W/2`. -/
structure IsPairVacuum {V : Type*} [AddCommGroup V] [Module ℂ V]
    (Qm Q0 : End ℂ V) (W : ℂ) (v : V) : Prop where
  lower : Qm v = 0
  weight : Q0 v = (-(W / 2)) • v

/-- The pairing Hamiltonian `-G Q₊ Q₋` with coupling strength `G`. -/
def pairingHamiltonian {V : Type*} [AddCommGroup V] [Module ℂ V]
    (G : ℝ) (Qp Qm : End ℂ V) : End ℂ V := (-(G : ℂ)) • (Qp * Qm)

section Algebra

variable {V : Type*} [AddCommGroup V] [Module ℂ V] {Qp Qm Q0 : End ℂ V} {W : ℂ} {v : V}

/-- Creating one more pair is one more application of `Q₊`. -/
lemma create_pair (Qp : End ℂ V) (v : V) (p : ℕ) :
    Qp ((Qp ^ p) v) = (Qp ^ (p + 1)) v := by
  rw [pow_succ', Module.End.mul_apply]

/-- Each created pair raises the value of `Q0` by one. -/
theorem quasispin_weight (h : IsQuasispin Qp Qm Q0) (hv : IsPairVacuum Qm Q0 W v) (p : ℕ) :
    Q0 ((Qp ^ p) v) = ((p : ℂ) - W / 2) • (Qp ^ p) v := by
  induction p with
  | zero => simp [hv.weight]
  | succ p ih =>
    have c : Q0 (Qp ((Qp ^ p) v)) - Qp (Q0 ((Qp ^ p) v)) = Qp ((Qp ^ p) v) :=
      LinearMap.congr_fun h.raise _
    rw [ih, map_smul, create_pair] at c
    push_cast
    linear_combination (norm := module) c

/-- Annihilating a pair in the state with `p + 1` pairs gives `(p + 1)(W - p)` times the
state with `p` pairs. -/
theorem annihilate_pair (h : IsQuasispin Qp Qm Q0) (hv : IsPairVacuum Qm Q0 W v) (p : ℕ) :
    Qm ((Qp ^ (p + 1)) v) = (((p : ℂ) + 1) * (W - p)) • (Qp ^ p) v := by
  have comm : ∀ x, Qp (Qm x) - Qm (Qp x) = (2 : ℂ) • Q0 x :=
    fun x => LinearMap.congr_fun h.pair x
  induction p with
  | zero =>
    have c := comm v
    rw [hv.lower, map_zero, hv.weight] at c
    simp only [zero_add, pow_one, pow_zero, Module.End.one_apply, Nat.cast_zero]
    linear_combination (norm := module) -c
  | succ p ih =>
    -- move the annihilator past the last created pair
    have c := comm ((Qp ^ (p + 1)) v)
    rw [ih, map_smul, create_pair, create_pair, quasispin_weight h hv] at c
    push_cast at c ⊢
    linear_combination (norm := module) -c

/-- The state with `p` pairs built on a pair vacuum satisfies
`Q₊ Q₋ (Q₊)^p v = p (W - p + 1) (Q₊)^p v`. -/
theorem pairing_level (h : IsQuasispin Qp Qm Q0) (hv : IsPairVacuum Qm Q0 W v) (p : ℕ) :
    Qp (Qm ((Qp ^ p) v)) = ((p : ℂ) * (W - p + 1)) • (Qp ^ p) v := by
  cases p with
  | zero => simp [hv.lower]
  | succ p =>
    rw [annihilate_pair h hv, map_smul, create_pair]
    congr 1
    push_cast
    ring

/-- The pairing Hamiltonian multiplies the state with `p` pairs by `-G p (W - p + 1)`. -/
theorem pairing_energy (h : IsQuasispin Qp Qm Q0) (hv : IsPairVacuum Qm Q0 W v)
    (G : ℝ) (p : ℕ) :
    pairingHamiltonian G Qp Qm ((Qp ^ p) v)
      = (-(G : ℂ) * (p * (W - p + 1))) • (Qp ^ p) v := by
  change (-(G : ℂ)) • Qp (Qm ((Qp ^ p) v)) = _
  rw [pairing_level h hv, smul_smul]

end Algebra

section Blocking

variable {E : Type*} [NormedAddCommGroup E] [InnerProductSpace ℂ E]
  {Qp Qm Q0 : End ℂ E} {v : E}

/-- When `Q₋` is the adjoint of `Q₊`, adding a pair to the state with `p` pairs multiplies
its squared norm by `(p + 1)(W - p)`. -/
theorem pair_norm_step {W : ℂ} (h : IsQuasispin Qp Qm Q0) (hv : IsPairVacuum Qm Q0 W v)
    (hadj : ∀ x y, inner ℂ (Qp x) y = inner ℂ x (Qm y)) (p : ℕ) :
    inner ℂ ((Qp ^ (p + 1)) v) ((Qp ^ (p + 1)) v)
      = (((p : ℂ) + 1) * (W - p)) * inner ℂ ((Qp ^ p) v) ((Qp ^ p) v) := by
  rw [← inner_smul_right, ← annihilate_pair h hv, ← hadj, create_pair]

/-- When `Q₋` is the adjoint of `Q₊` and a nonzero pair vacuum has a natural number `W` as its
capacity, the state built on it with `p` pairs vanishes exactly when `p` exceeds `W`. -/
theorem pair_state_eq_zero_iff {W : ℕ} (h : IsQuasispin Qp Qm Q0)
    (hv : IsPairVacuum Qm Q0 (W : ℂ) v) (hne : v ≠ 0)
    (hadj : ∀ x y, inner ℂ (Qp x) y = inner ℂ x (Qm y)) (p : ℕ) :
    (Qp ^ p) v = 0 ↔ W < p := by
  constructor
  · -- from one to `W` pairs, lowering gives a nonzero multiple of the previous state
    intro hp
    by_contra hlt
    have key : ∀ q : ℕ, q ≤ W → (Qp ^ q) v ≠ 0 := by
      intro q
      induction q with
      | zero => intro _; simpa using hne
      | succ q ih =>
        intro hq hz
        have c := annihilate_pair h hv q
        rw [hz, map_zero] at c
        have h1 : (q : ℂ) + 1 ≠ 0 := by exact_mod_cast Nat.succ_ne_zero q
        have h2 : (W : ℂ) - q ≠ 0 := by
          rw [sub_ne_zero]
          exact_mod_cast (show W ≠ q by omega)
        rcases smul_eq_zero.mp c.symm with h3 | h3
        · exact mul_ne_zero h1 h2 h3
        · exact ih (by omega) h3
    exact key p (by omega) hp
  · -- the state with `W + 1` pairs has zero norm
    intro hp
    have hz : (Qp ^ (W + 1)) v = 0 := by
      have c := pair_norm_step h hv hadj W
      rw [sub_self, mul_zero, zero_mul] at c
      exact inner_self_eq_zero.mp c
    obtain ⟨k, rfl⟩ : ∃ k, p = k + (W + 1) := ⟨p - (W + 1), by omega⟩
    rw [pow_add, Module.End.mul_apply, hz, map_zero]

end Blocking

/-- Pair creation on two levels, in the basis: empty, first filled, second filled, both. -/
def twoLevelCreate : End ℂ (EuclideanSpace ℂ (Fin 4)) where
  toFun x := !₂[0, x 0, x 0, x 1 + x 2]
  map_add' x y := by ext i; fin_cases i <;> simp; ring
  map_smul' c x := by ext i; fin_cases i <;> simp; ring

/-- Pair annihilation on the same two levels. -/
def twoLevelAnnihilate : End ℂ (EuclideanSpace ℂ (Fin 4)) where
  toFun x := !₂[x 1 + x 2, x 3, x 3, 0]
  map_add' x y := by ext i; fin_cases i <;> simp; ring
  map_smul' c x := by ext i; fin_cases i <;> simp; ring

/-- The number of pairs minus one on the same two levels. -/
def twoLevelWeight : End ℂ (EuclideanSpace ℂ (Fin 4)) where
  toFun x := !₂[-x 0, 0, 0, x 3]
  map_add' x y := by ext i; fin_cases i <;> simp; ring
  map_smul' c x := by ext i; fin_cases i <;> simp

/-- The state with both levels empty. -/
def emptyShell : EuclideanSpace ℂ (Fin 4) := !₂[1, 0, 0, 0]

/-- The two-level operators obey the two relations of `IsQuasispin` and the adjoint relation, and
the empty shell is a nonzero pair vacuum of capacity two. -/
theorem two_level_witness :
    IsQuasispin twoLevelCreate twoLevelAnnihilate twoLevelWeight ∧
    IsPairVacuum twoLevelAnnihilate twoLevelWeight ((2 : ℕ) : ℂ) emptyShell ∧
    emptyShell ≠ 0 ∧
    ∀ x y, inner ℂ (twoLevelCreate x) y = inner ℂ x (twoLevelAnnihilate y) := by
  refine ⟨⟨?_, ?_⟩, ⟨?_, ?_⟩, ?_, ?_⟩
  · refine LinearMap.ext fun x => ?_
    ext i
    fin_cases i <;> simp [twoLevelCreate, twoLevelAnnihilate, twoLevelWeight] <;> ring
  · refine LinearMap.ext fun x => ?_
    ext i
    fin_cases i <;> simp [twoLevelCreate, twoLevelWeight]
  · ext i
    fin_cases i <;> simp [twoLevelAnnihilate, emptyShell]
  · ext i
    fin_cases i <;> simp [twoLevelWeight, emptyShell]
  · intro h
    have h0 := congrArg (fun u : EuclideanSpace ℂ (Fin 4) => u 0) h
    simp [emptyShell] at h0
  · intro x y
    simp [twoLevelCreate, twoLevelAnnihilate, PiLp.inner_apply, Fin.sum_univ_four]
    ring

end

end SeniorityZeroPairing
```

```lean
#print axioms SeniorityZeroPairing.pairing_energy
#print axioms SeniorityZeroPairing.pair_state_eq_zero_iff
```

```
'SeniorityZeroPairing.pairing_energy' depends on axioms: [propext, Classical.choice, Quot.sound]
'SeniorityZeroPairing.pair_state_eq_zero_iff' depends on axioms: [propext, Classical.choice, Quot.sound]
```

## What the theorems say about a shell

The operators `Qp`, `Qm` and `Q0` are linear maps from a complex vector space to itself, and `*` is composition. `IsQuasispin` contains the two commutators. For a fermionic shell with $\Omega$ pair levels, $Q_+$ is the sum over the levels, each with weight one, of the operator that creates the two particles of that level, $Q_-$ is its adjoint, and $Q_0=(N-\Omega)/2$ with $N$ the particle number. The two relations then follow from the anticommutation relations of the particles, but here they are assumed. The third quasispin relation, $[Q_0,Q_-]=-Q_-$, is not needed.

`IsPairVacuum` contains the two conditions on $v$. For an empty shell, $W=\Omega$ is the number of pair levels. A state that holds $s$ unpaired particles and no pair can also serve as $v$; each particle blocks one level, and $W=\Omega-s$ counts the levels that remain.

`pairing_level` is the identity for $Q_+Q_-$, for any complex $W$ and any natural $p$. `pairing_energy` multiplies it by $-G$ with $G$ real; positive $G$ means attraction. These two theorems need neither an inner product nor a finite dimension. They are equations between vectors, so they give an energy level only where $\psi_p\neq0$.

`pair_state_eq_zero_iff` settles when that is the case. Given a natural $W$, a nonzero $v$ and the adjoint relation `hadj`, it states that $\psi_p=0$ exactly when $W<p$. For $W=0$ only $v$ itself survives.

The theorems describe the ladder above one vacuum and not the whole spectrum of $H$. They give exact reference energies for many-body codes, but only for a degenerate shell with one constant coupling and its single-particle energy set to zero: level splittings, level-dependent couplings and the full Coulomb repulsion of an atomic shell are absent from the model.

The file also contains an explicit shell with two pair levels. It keeps only the states without unpaired particles, so its four basis states are empty, first level filled, second level filled, and both filled. `two_level_witness` proves that this shell meets every assumption with $W=2$. Here

$$\psi_0=(1,0,0,0),\qquad \psi_1=(0,1,1,0),\qquad \psi_2=(0,0,0,2),$$

with squared norms $1$, $2$ and $4$ and energies $0$, $-2G$ and $-2G$. The normalised one-pair state is $(0,1,1,0)/\sqrt2$. The other combination, $(0,1,-1,0)/\sqrt2$, also holds one pair, but $Q_-$ annihilates it, so its energy is $0$ and it lies off this ladder.

## How the Lean proof follows the algebra

`create_pair` is the identity $Q_+\psi_p=\psi_{p+1}$. It brings every expression back to a power of $Q_+$ acting on $v$.

`quasispin_weight` is the first induction. The proof applies the commutator `h.raise` to the vector $\psi_p$, inserts the induction hypothesis, and leaves a linear relation between $Q_0\psi_{p+1}$ and $\psi_{p+1}$. The call `linear_combination (norm := module) c` closes it by comparing the scalar coefficients.

`annihilate_pair` is the second induction. The local statement `comm` is the commutator $[Q_+,Q_-]=2Q_0$ applied to an arbitrary vector. In the base case it is used at $v$, where $Q_-v=0$ removes one term. In the induction step it is used at $\psi_{p+1}$, together with the induction hypothesis and `quasispin_weight`. The final `linear_combination` checks the same polynomial identity as the three-line calculation above.

`pairing_level` splits into $p=0$, where $Q_-v=0$ suffices, and $p+1$, where $Q_+$ is applied to the result of `annihilate_pair`. After that, `ring` only has to identify $(p+1)(W-p)$ with the general formula taken at $p+1$. `pairing_energy` multiplies by the coupling.

`pair_norm_step` runs the norm calculation from right to left. It moves the factor $(p+1)(W-p)$ into the second slot of the inner product, which is the linear one in Mathlib, recognises the vector there as $Q_-\psi_{p+1}$, and uses `hadj` to move the operator to the first slot as $Q_+$.

`pair_state_eq_zero_iff` has two halves. In the first, `key` shows by induction that no state up to $W$ vanishes: if $\psi_{q+1}$ were zero, `annihilate_pair` would make $(q+1)(W-q)\,\psi_q$ zero, although neither the scalar nor $\psi_q$ is. In the second, `pair_norm_step` at $p=W$ gives $\psi_{W+1}$ zero norm. Any $p>W$ is then written as $k+(W+1)$, and the remaining $k$ creation operators act on the zero vector.

`two_level_witness` verifies the commutators and the vacuum conditions coordinate by coordinate, and the adjoint relation by writing out the inner product as a sum of four terms.
